# At positive coupling, the parquet response stays below the ladder response between the ladder pole and the X-ray edge cutoff

## The logarithm and the two responses

Let \(w>0\) be the distance in frequency below an X-ray absorption edge, and let \(\xi>0\) be the high-energy cutoff, in the same units. Their ratio defines the edge logarithm

\[
L=\ln\frac{\xi}{w},
\]

which is positive for \(w<\xi\) and grows as the edge is approached. The dimensionless number \(g\) measures the coupling between the core hole and the conduction electrons, and \(g>0\) means attraction. The overall density-of-states factor and sign of the response are left out.

Two approximations to the response are compared:

\[
\Lambda=\frac{L}{1-gL},\qquad
P=\frac{(\xi/w)^{2g}-1}{2g}.
\]

The ladder response \(\Lambda\) describes repeated scattering of the excited electron off the core hole. The parquet response \(P\) also includes the crossed diagrams, to leading logarithmic accuracy. Both closed forms are taken as given here. They belong to a weak-coupling model of a metal, whose conduction band is partly filled, with a structureless core hole, a single contact coupling and otherwise non-interacting conduction electrons.

The claim is that \(P<\Lambda\) whenever \(g>0\), \(0<w<\xi\) and \(gL<1\). The last condition is the same as \(w>w_p\), where

\[
w_p=\xi e^{-1/g}
\]

is the frequency at which \(L=1/g\). As \(w\) falls to \(w_p\), the ladder response tends to \(+\infty\), while the parquet response tends to \((e^2-1)/(2g)\).

For core-level spectra of metals this means that, within this one-coupling leading-logarithmic model, the ladder pole at \(w_p\) is absent from the parquet response and so is weak evidence for a bound core exciton.

## Scaling equations, series and the limit at the pole

**Dependence on frequency.** Since \(L=\ln\xi-\ln w\), we have \(dL/dw=-1/w\). The quotient rule gives

\[
\frac{d\Lambda}{dL}=\frac{(1-gL)+gL}{(1-gL)^2}=\frac{1}{(1-gL)^2},
\qquad 1+g\Lambda=\frac{1}{1-gL},
\]

and therefore

\[
w\frac{d\Lambda}{dw}=-(1+g\Lambda)^2 .
\]

For the parquet response, write \((\xi/w)^{2g}=e^{2gL}\). Then \(dP/dL=e^{2gL}=1+2gP\), so

\[
w\frac{dP}{dw}=-(1+2gP).
\]

Expanding the square in the ladder equation gives \(1+2g\Lambda+g^2\Lambda^2\). The parquet equation has the same form without the quadratic term, which is the term that drives the ladder to infinity at a finite logarithm.

**Expansion in the coupling.** For \(|gL|<1\) the geometric series gives

\[
\Lambda=\sum_{n\ge0}g^nL^{n+1}=L+gL^2+g^2L^3+\cdots .
\]

The exponential series, with its constant term removed, gives

\[
P=\frac{1}{2g}\sum_{n\ge0}\frac{(2gL)^{n+1}}{(n+1)!}
=\sum_{n\ge0}a_n\,g^nL^{n+1},\qquad a_n=\frac{2^n}{(n+1)!}.
\]

The first weights are \(a_0=1\), \(a_1=1\) and \(a_2=2/3\). The two responses therefore share \(L+gL^2\) and first differ at order \(g^2\), where the ladder has \(L^3\) and parquet has \(2L^3/3\).

**Comparison to all orders.** For \(n\ge2\) we have \(2^n<(n+1)!\). This holds at \(n=2\), where it reads \(4<6\), and if it holds at \(n\), then

\[
2^{n+1}=2\cdot2^n<(n+2)(n+1)!=(n+2)!.
\]

Hence \(a_n<1\) from \(n=2\) on. When \(g>0\) and \(0<w<\xi\), every \(g^nL^{n+1}\) is positive, so for \(gL<1\)

\[
\Lambda-P=\sum_{n\ge2}(1-a_n)\,g^nL^{n+1}>0 .
\]

**Approach to the pole.** As \(w\) falls to \(w_p\), \(L\) rises to \(1/g\) and \(1-gL\) tends to zero through positive values. The numerator of \(\Lambda\) tends to \(1/g>0\), so \(\Lambda\to+\infty\). The power law has no singularity there, and \(e^{2gL}\to e^2\) gives the stated limit of \(P\).

## The definitions in Lean

All quantities are real numbers. The file treats the response as a real function of a positive frequency, so broadening and the imaginary part that gives the absorption are not covered.

```lean
import Mathlib

open Filter Topology

namespace XRayEdge

noncomputable section
```

The Lean arguments `ξ`, `w` and `g` are the cutoff, frequency and coupling used above, and `edgeLog ξ w` is \(L\).

```lean
/-- The logarithm `L = ln (ξ / w)` of the cutoff `ξ > 0` over the frequency `w > 0` measured
downwards from the X-ray edge. -/
def edgeLog (ξ w : ℝ) : ℝ := Real.log (ξ / w)
```

The ladder and parquet responses are defined by their closed forms; no diagrams are summed to obtain them.

```lean
/-- The ladder response `L / (1 - g L)`, for `g L ≠ 1`. -/
def ladder (g ξ w : ℝ) : ℝ := edgeLog ξ w / (1 - g * edgeLog ξ w)
```

Lean assigns the value zero to a division by zero, so `ladder` is zero at the pole itself, and the divergence has to be stated as a limit.

```lean
/-- The parquet response `((ξ / w) ^ (2 g) - 1) / (2 g)`, for `g ≠ 0` and `ξ, w > 0`. -/
def parquet (g ξ w : ℝ) : ℝ := ((ξ / w) ^ (2 * g) - 1) / (2 * g)
```

The exponent `2 * g` is real, so the power is a real power of the positive number \(\xi/w\).

```lean
/-- The weight `2 ^ n / (n + 1)!` of the term `g ^ n L ^ (n + 1)` in the parquet series. -/
def parquetWeight (n : ℕ) : ℝ := 2 ^ n / (Nat.factorial (n + 1) : ℝ)
```

This is \(a_n\), with the index starting at zero as in the derivation. The next definition is \(w_p\).

```lean
/-- The frequency `ξ exp (-1 / g)`, for `g ≠ 0`. -/
def ladderPole (g ξ : ℝ) : ℝ := ξ * Real.exp (-(1 / g))
```

## Frequency derivatives and scaling

`HasDerivAt f f' w` says that `f` is differentiable at `w` with derivative `f'`. The first lemma is \(dL/dw=-1/w\), obtained by differentiating \(\xi/w\) and then its logarithm.

```lean
/-- For positive cutoff and frequency, the edge logarithm has frequency derivative `-1 / w`. -/
theorem edgeLog_hasDerivAt {ξ w : ℝ} (hξ : 0 < ξ) (hw : 0 < w) :
    HasDerivAt (fun v => edgeLog ξ v) (-1 / w) w := by
  have h : HasDerivAt (fun v : ℝ => ξ / v) (-ξ / w ^ 2) w :=
    ((hasDerivAt_const w ξ).fun_div (hasDerivAt_id' w) hw.ne').congr_deriv (by ring)
  exact (h.log (div_pos hξ hw).ne').congr_deriv (by field_simp)
```

The ladder equation appears divided by \(w\). It holds on both sides of the pole, since \(gL\ne1\) is the only restriction placed on \(gL\). The step `key` is the identity \(1+g\Lambda=1/(1-gL)\), which turns the result of the quotient rule into the stated square.

```lean
/-- Scaling equation of the ladder: `w dΛ/dw = -(1 + g Λ)²` at positive cutoff and frequency,
away from `g L = 1`. -/
theorem ladder_scaling {g ξ w : ℝ} (hξ : 0 < ξ) (hw : 0 < w) (h : g * edgeLog ξ w ≠ 1) :
    HasDerivAt (fun v => ladder g ξ v) (-(1 + g * ladder g ξ w) ^ 2 / w) w := by
  have hD : 1 - g * edgeLog ξ w ≠ 0 := sub_ne_zero.mpr h.symm
  have hL := edgeLog_hasDerivAt hξ hw
  -- the identity `1 + g Λ = 1 / (1 - g L)`
  have key : 1 + g * ladder g ξ w = 1 / (1 - g * edgeLog ξ w) := by
    rw [ladder, eq_div_iff hD, add_mul, mul_assoc, div_mul_cancel₀ _ hD]
    ring
  refine (hL.fun_div ((hL.const_mul g).const_sub 1) hD).congr_deriv ?_
  rw [key, div_pow, one_pow]
  ring
```

For parquet, `key` identifies \(1+2gP\) with the power law. Differentiating that power law then gives the linear scaling equation for any nonzero coupling, attractive or repulsive.

```lean
/-- Scaling equation of the parquet response: `w dP/dw = -(1 + 2 g P)` at positive cutoff and
frequency and nonzero coupling. -/
theorem parquet_scaling {g ξ w : ℝ} (hg : g ≠ 0) (hξ : 0 < ξ) (hw : 0 < w) :
    HasDerivAt (fun v => parquet g ξ v) (-(1 + 2 * g * parquet g ξ w) / w) w := by
  have hr : ξ / w ≠ 0 := (div_pos hξ hw).ne'
  have h2 : 2 * g ≠ 0 := mul_ne_zero two_ne_zero hg
  have h : HasDerivAt (fun v : ℝ => ξ / v) (-ξ / w ^ 2) w :=
    ((hasDerivAt_const w ξ).fun_div (hasDerivAt_id' w) hw.ne').congr_deriv (by ring)
  -- the combination `1 + 2 g P` is the power law `(ξ / w) ^ (2 g)`
  have key : 1 + 2 * g * parquet g ξ w = (ξ / w) ^ (2 * g) := by
    rw [parquet, ← mul_div_assoc, mul_div_cancel_left₀ _ h2]
    ring
  refine (((h.rpow_const (p := 2 * g) (Or.inl hr)).sub_const 1).div_const (2 * g)).congr_deriv ?_
  rw [key, Real.rpow_sub_one hr]
  generalize (ξ / w) ^ (2 * g) = P
  field_simp
```

## The two series and their weights

`HasSum f a` says that the series with terms `f n` converges to `a`. The ladder statement is the geometric series multiplied by \(L\), under the condition \(|gL|<1\).

```lean
/-- For `|g L| < 1` the ladder response is the sum of the terms `g ^ n L ^ (n + 1)`. -/
theorem ladder_hasSum {g ξ w : ℝ} (h : |g * edgeLog ξ w| < 1) :
    HasSum (fun n : ℕ => g ^ n * edgeLog ξ w ^ (n + 1)) (ladder g ξ w) := by
  have e : (fun n : ℕ => g ^ n * edgeLog ξ w ^ (n + 1)) =
      fun n : ℕ => edgeLog ξ w * (g * edgeLog ξ w) ^ n := by
    funext n
    ring
  rw [e, ladder, div_eq_mul_inv]
  exact (hasSum_geometric_of_abs_lt_one h).mul_left (edgeLog ξ w)
```

The parquet series needs no bound on \(gL\), because the exponential series converges everywhere. In the proof, `hexp` is the series for \(e^{2gL}\), and `hs` removes its constant term and divides by \(2g\). The equations `e` and `v` match the terms and the sum to the definitions.

```lean
/-- For nonzero coupling and positive cutoff and frequency, the parquet response is the sum of
the terms `g ^ n L ^ (n + 1)`, each multiplied by its parquet weight. -/
theorem parquet_hasSum {g ξ w : ℝ} (hg : g ≠ 0) (hξ : 0 < ξ) (hw : 0 < w) :
    HasSum (fun n : ℕ => parquetWeight n * (g ^ n * edgeLog ξ w ^ (n + 1)))
      (parquet g ξ w) := by
  have hexp : HasSum (fun n : ℕ => (2 * g * edgeLog ξ w) ^ n / (Nat.factorial n : ℝ))
      (Real.exp (2 * g * edgeLog ξ w)) := by
    rw [Real.exp_eq_exp_ℝ]
    exact NormedSpace.expSeries_div_hasSum_exp _
  -- remove the constant term of the exponential and divide by `2 g`
  have hs := ((hasSum_nat_add_iff' 1).mpr hexp).div_const (2 * g)
  have e : (fun n : ℕ => parquetWeight n * (g ^ n * edgeLog ξ w ^ (n + 1))) =
      fun n : ℕ => (2 * g * edgeLog ξ w) ^ (n + 1) / (Nat.factorial (n + 1) : ℝ) / (2 * g) := by
    funext n
    have hf : (Nat.factorial (n + 1) : ℝ) ≠ 0 := by positivity
    have hp : (2 * g * edgeLog ξ w) ^ (n + 1) =
        2 * g * (2 ^ n * g ^ n * edgeLog ξ w ^ (n + 1)) := by ring
    rw [hp, parquetWeight]
    field_simp
  have v : parquet g ξ w = (Real.exp (2 * g * edgeLog ξ w) - 1) / (2 * g) := by
    rw [parquet, Real.rpow_def_of_pos (div_pos hξ hw), edgeLog, mul_comm (Real.log _)]
  rw [e, v]
  simpa only [Finset.sum_range_one, pow_zero, Nat.factorial_zero, Nat.cast_one, div_one] using hs
```

The next theorem collects the three low-order weights and the bound for all later ones. Together with the two series it gives the shared terms \(L+gL^2\) and the second-order coefficients \(L^3\) and \(2L^3/3\). The inner induction is the factorial argument above, started at \(n=2\).

```lean
/-- The parquet weights of `L`, `g L²` and `g² L³` are `1`, `1` and `2/3`, and every weight
from `g² L³` on is below one. -/
theorem parquetWeight_values :
    parquetWeight 0 = 1 ∧ parquetWeight 1 = 1 ∧ parquetWeight 2 = 2 / 3 ∧
      ∀ n, 2 ≤ n → parquetWeight n < 1 := by
  refine ⟨by norm_num [parquetWeight], by norm_num [parquetWeight, Nat.factorial],
    by norm_num [parquetWeight, Nat.factorial], fun n hn => ?_⟩
  have h : 2 ^ n < Nat.factorial (n + 1) := by
    induction n, hn using Nat.le_induction with
    | base => decide
    | succ n hn ih =>
      rw [Nat.factorial_succ, pow_succ]
      nlinarith
  rw [parquetWeight, div_lt_one (by positivity)]
  exact_mod_cast h
```

## Strict ordering below the cutoff

The hypotheses are \(g>0\), \(0<w<\xi\) and \(gL<1\). The strict inequality \(w<\xi\) matters, because both responses vanish at \(w=\xi\).

The proof first derives \(L>0\), which makes all the terms \(g^nL^{n+1}\) positive and turns \(gL<1\) into the convergence condition for the ladder series. The lemma `hasSum_lt` then compares the two sums: it asks for an inequality in every term and a strict one in at least one term, here `i := 2`.

```lean
/-- For positive coupling and a frequency below the cutoff with `g L < 1`, the parquet response
is strictly smaller than the ladder response. -/
theorem parquet_lt_ladder {g ξ w : ℝ} (hg : 0 < g) (hw : 0 < w) (hwξ : w < ξ)
    (h : g * edgeLog ξ w < 1) : parquet g ξ w < ladder g ξ w := by
  have hL : 0 < edgeLog ξ w := Real.log_pos ((one_lt_div hw).mpr hwξ)
  have habs : |g * edgeLog ξ w| < 1 := by rwa [abs_of_pos (mul_pos hg hL)]
  obtain ⟨h0, h1, -, h2⟩ := parquetWeight_values
  have hle : ∀ n, parquetWeight n ≤ 1 := by
    intro n
    rcases n with _ | _ | n
    · exact h0.le
    · exact h1.le
    · exact (h2 (n + 2) (by omega)).le
  -- compare the two series term by term; the term `g² L³` is strictly smaller
  refine hasSum_lt (i := 2) (fun n => ?_) ?_
    (parquet_hasSum hg.ne' (hw.trans hwξ) hw) (ladder_hasSum habs)
  · exact mul_le_of_le_one_left (by positivity) (hle n)
  · exact mul_lt_of_lt_one_left (by positivity) (h2 2 le_rfl)
```

## Behaviour at the ladder pole

The location of the pole is confirmed by taking the logarithm of \(\xi/w_p\).

```lean
/-- For positive cutoff and nonzero coupling, the edge logarithm at the frequency `ξ exp (-1 / g)`
equals `1 / g`. -/
theorem edgeLog_ladderPole {ξ : ℝ} (g : ℝ) (hξ : 0 < ξ) :
    edgeLog ξ (ladderPole g ξ) = 1 / g := by
  have he := Real.exp_ne_zero (-(1 / g))
  rw [edgeLog, ladderPole, Real.log_div hξ.ne' (mul_ne_zero hξ.ne' he),
    Real.log_mul hξ.ne' he, Real.log_exp]
  ring
```

The notation `𝓝[>] (ladderPole g ξ)` means that \(w\) approaches \(w_p\) from above, which is the same as \(L\) approaching \(1/g\) from below. The target `atTop` means growth beyond every bound.

In the proof, `hL` gives \(L\to1/g\) by continuity. The statement `hD` says that \(1-gL\) tends to zero and stays positive, the sign coming from the monotonicity of the logarithm. A factor with a positive limit times the reciprocal of such a denominator tends to \(+\infty\).

```lean
/-- For positive coupling and cutoff, the ladder response grows without bound as the frequency
falls to `ξ exp (-1 / g)`. -/
theorem ladder_diverges {g ξ : ℝ} (hg : 0 < g) (hξ : 0 < ξ) :
    Tendsto (fun w => ladder g ξ w) (𝓝[>] (ladderPole g ξ)) atTop := by
  have hp : 0 < ladderPole g ξ := mul_pos hξ (Real.exp_pos _)
  have hL : Tendsto (fun w => edgeLog ξ w) (𝓝[>] (ladderPole g ξ)) (𝓝 (1 / g)) := by
    rw [← edgeLog_ladderPole g hξ]
    exact (edgeLog_hasDerivAt hξ hp).continuousAt.tendsto.mono_left nhdsWithin_le_nhds
  -- the denominator tends to zero through positive values
  have hD : Tendsto (fun w => 1 - g * edgeLog ξ w) (𝓝[>] (ladderPole g ξ)) (𝓝[>] 0) := by
    refine tendsto_nhdsWithin_iff.mpr ⟨?_, ?_⟩
    · have h := (hL.const_mul g).const_sub 1
      rwa [mul_one_div_cancel hg.ne', sub_self] at h
    · filter_upwards [self_mem_nhdsWithin] with w hw
      have hw' : ladderPole g ξ < w := hw
      have h1 : edgeLog ξ w < edgeLog ξ (ladderPole g ξ) :=
        Real.log_lt_log (div_pos hξ (hp.trans hw')) (div_lt_div_of_pos_left hξ hp hw')
      rw [edgeLog_ladderPole g hξ, lt_div_iff₀ hg] at h1
      exact Set.mem_Ioi.mpr (by linarith)
  refine (hL.pos_mul_atTop (one_div_pos.mpr hg) (tendsto_inv_nhdsGT_zero.comp hD)).congr ?_
  intro w
  simp only [ladder, div_eq_mul_inv, Function.comp_apply]
```

For parquet, the value at \(w_p\) is computed first. The scaling theorem already supplies differentiability there, hence continuity, and the one-sided limit equals that value.

```lean
/-- For positive coupling and cutoff, the parquet response tends to the finite value
`(e² - 1) / (2 g)` as the frequency falls to `ξ exp (-1 / g)`. -/
theorem parquet_finite {g ξ : ℝ} (hg : 0 < g) (hξ : 0 < ξ) :
    Tendsto (fun w => parquet g ξ w) (𝓝[>] (ladderPole g ξ))
      (𝓝 ((Real.exp 2 - 1) / (2 * g))) := by
  have hp : 0 < ladderPole g ξ := mul_pos hξ (Real.exp_pos _)
  have hl : Real.log (ξ / ladderPole g ξ) = 1 / g := edgeLog_ladderPole g hξ
  have h2 : 1 / g * (2 * g) = 2 := by field_simp
  have v : parquet g ξ (ladderPole g ξ) = (Real.exp 2 - 1) / (2 * g) := by
    rw [parquet, Real.rpow_def_of_pos (div_pos hξ hp), hl, h2]
  rw [← v]
  exact (parquet_scaling hg.ne' hξ hp).continuousAt.tendsto.mono_left nhdsWithin_le_nhds

end

end XRayEdge
```

```lean
#print axioms XRayEdge.ladder_scaling
-- 'XRayEdge.ladder_scaling' depends on axioms: [propext, Classical.choice, Quot.sound]
#print axioms XRayEdge.parquet_lt_ladder
-- 'XRayEdge.parquet_lt_ladder' depends on axioms: [propext, Classical.choice, Quot.sound]
#print axioms XRayEdge.ladder_diverges
-- 'XRayEdge.ladder_diverges' depends on axioms: [propext, Classical.choice, Quot.sound]
#print axioms XRayEdge.parquet_finite
-- 'XRayEdge.parquet_finite' depends on axioms: [propext, Classical.choice, Quot.sound]
```

## Evaluating the responses in a program

The ladder response solves the linear equation \(\Lambda=L+gL\Lambda\). Iterating this equation from \(\Lambda=0\) produces the partial sums of the geometric series, so for \(L\neq0\) the iteration converges only if \(|gL|<1\). Direct division behaves differently: for \(g>0\) and \(gL>1\) it returns a finite negative number without any warning. A program that scans \(w\) towards the edge should therefore check the sign of \(1-gL\). In a ladder calculation with many orbitals or momenta, the division becomes the solution of a linear system, and the pole becomes a singular matrix.

The parquet formula has a numerical difficulty at small \(|gL|\), where subtracting one from a number close to one loses digits. Evaluating it as `expm1(2*g*L)/(2*g)` avoids this cancellation for nonzero \(g\); at \(g=0\) the program should return the limit \(L\).
